# With a fixed symmetric positive definite Hessian, paramagnetic magnetisability never falls as the response space grows, but shielding can

A response calculation can be repeated with more excitations retained, and the successive values compared. In a finite model with a fixed field perturbation and a fixed symmetric positive definite Hessian, each paramagnetic magnetisability along the field is a lower bound on the next. Shielding values give no such bound, and two equal ones may have a different one between them.

## The response equation in a subspace

Let A be the real magnetic electronic Hessian, b the external-field perturbation and c the nuclear-moment perturbation, with the common factor i of the magnetic operators removed. The response x_S to b lies in the subspace S and satisfies

s·A x_S = s·b for every s in S.

Here b belongs to one direction of the field and c to one component of the nuclear moment. Up to prefactors, positive for the first, b·x_S is the paramagnetic magnetisability along that direction, a diagonal component of the tensor, and c·x_S is a component of the paramagnetic shielding. Off-diagonal magnetisability components pair two different perturbations and, like the shielding, can fall. In Lean, vectors are functions `n → ℝ` on a finite index type, `⬝ᵥ` is the dot product and `*ᵥ` applies the matrix.

```lean
import Mathlib

open Matrix

namespace RamseyShielding

noncomputable section

variable {n : Type*} [Fintype n]

/-- The vector `x` is the linear response to the perturbation `b` in the basis space `S`:
it lies in `S` and solves the response equation with Hessian `A` tested against all of `S`. -/
def IsResponse (A : Matrix n n ℝ) (S : Submodule ℝ (n → ℝ)) (b x : n → ℝ) : Prop :=
  x ∈ S ∧ ∀ s ∈ S, s ⬝ᵥ A *ᵥ x = s ⬝ᵥ b
```

A, b and c stay fixed while S grows. Changing the orbital basis usually changes all three, and the model contains neither that effect nor the diamagnetic terms.

A variational model would define the magnetisability, for symmetric positive definite A, as the maximum of 2 b·s − s·A s over S. Monotonicity would then be immediate, but the shielding would need a separate definition.

## Symmetry: the Hessian as a second derivative

Second derivatives of the energy commute, so x·A y = y·A x. The lemma moves A across the dot product as its transpose; the increment identity below uses it twice.

```lean
/-- A symmetric Hessian couples two response vectors equally in either order. -/
theorem hessian_symm {A : Matrix n n ℝ} (hA : A.IsSymm) (x y : n → ℝ) :
    x ⬝ᵥ A *ᵥ y = y ⬝ᵥ A *ᵥ x := by
  rw [Matrix.dotProduct_mulVec, ← Matrix.mulVec_transpose, hA.eq, dotProduct_comm]
```

Without symmetry, monotonicity can fail even if x·A x > 0 for all x ≠ 0. Take A with rows (1, 1) and (−1, 1), and b = (1, 0): the magnetisability is 1 on the first axis and 1/2 in the plane.

## Positive definiteness: a stable reference state

The hypothesis `hp` says that every nonzero magnetic distortion raises the energy to second order. Map x in S to the functional s ↦ s·A x. If this functional is zero, s = x gives x·A x = 0, hence x = 0. The map is injective between spaces of equal finite dimension, so it is surjective, and s ↦ s·b has exactly one preimage. In the proof these are `L`, `hinj`, `hsurj` and `g`.

```lean
/-- For a positive definite Hessian, every perturbation has exactly one response in every
basis space. -/
theorem existsUnique_response {A : Matrix n n ℝ}
    (hp : ∀ x : n → ℝ, x ≠ 0 → 0 < x ⬝ᵥ A *ᵥ x)
    (S : Submodule ℝ (n → ℝ)) (b : n → ℝ) : ∃! x, IsResponse A S b x := by
  -- the Hessian as a map from the basis space to its dual
  let L : S →ₗ[ℝ] Module.Dual ℝ S :=
    LinearMap.mk₂ ℝ (fun x s : S => (s : n → ℝ) ⬝ᵥ A *ᵥ (x : n → ℝ))
      (by intros; simp [Matrix.mulVec_add, dotProduct_add])
      (by intros; simp [Matrix.mulVec_smul, dotProduct_smul])
      (by intros; simp [add_dotProduct])
      (by intros; simp [smul_dotProduct])
  let g : Module.Dual ℝ S :=
    { toFun := fun s => (s : n → ℝ) ⬝ᵥ b
      map_add' := by intros; simp [add_dotProduct]
      map_smul' := by intros; simp [smul_dotProduct] }
  have hinj : Function.Injective L := by
    refine (injective_iff_map_eq_zero L).2 fun x hx => ?_
    by_contra hne
    have h0 : (x : n → ℝ) ⬝ᵥ A *ᵥ (x : n → ℝ) = 0 := LinearMap.congr_fun hx x
    have h1 := hp x (fun h => hne (Subtype.ext h))
    linarith
  -- equal finite dimensions turn injectivity into solvability
  have hsurj : Function.Surjective L :=
    (LinearMap.injective_iff_surjective_of_finrank_eq_finrank
      (Subspace.dual_finrank_eq (K := ℝ) (V := S)).symm).1 hinj
  obtain ⟨x, hx⟩ := hsurj g
  refine ⟨x, ⟨x.2, fun s hs => LinearMap.congr_fun hx ⟨s, hs⟩⟩, fun y hy => ?_⟩
  have hxy : L ⟨y, hy.1⟩ = L x := by
    rw [hx]
    exact LinearMap.ext fun s => hy.2 s s.2
  exact congrArg Subtype.val (hinj hxy)
```

Semidefiniteness is not enough here: for A = 0, a nonzero b has no response in the full space, and b = 0 has many.

## Nesting: keeping every earlier excitation

Let S lie inside T, written `S ≤ T`, and let y be the response to c. Symmetry and the equation for y_T, tested with x_T and with x_S, give

c·x_T = y_T·A x_T,
c·x_S = y_T·A x_S.

Testing both equations for x with y_S gives

y_S·A x_T = y_S·b = y_S·A x_S.

Subtracting, and adding the vanishing difference of the last line,

c·x_T − c·x_S = (y_T − y_S)·A(x_T − x_S).

These are `e1` to `e4`; nesting enters through `hST`, which makes x_S and y_S valid test vectors in T.

```lean
/-- For a symmetric Hessian, enlarging the basis from `S` to `T` changes the mixed property
`c ⬝ᵥ x` by the Hessian coupling between the changes of the two responses. -/
theorem increment_eq {A : Matrix n n ℝ} (hA : A.IsSymm) {S T : Submodule ℝ (n → ℝ)}
    (hST : S ≤ T) {b c xS xT yS yT : n → ℝ}
    (hxS : IsResponse A S b xS) (hxT : IsResponse A T b xT)
    (hyS : IsResponse A S c yS) (hyT : IsResponse A T c yT) :
    c ⬝ᵥ xT - c ⬝ᵥ xS = (yT - yS) ⬝ᵥ A *ᵥ (xT - xS) := by
  have e1 := (hessian_symm hA yT xT).trans (hyT.2 xT hxT.1)
  have e2 := (hessian_symm hA yT xS).trans (hyT.2 xS (hST hxS.1))
  -- the change of the response is invisible to the smaller basis
  have e3 := hxT.2 yS (hST hyS.1)
  have e4 := hxS.2 yS hyS.1
  simp only [Matrix.mulVec_sub, dotProduct_sub, sub_dotProduct]
  linarith [dotProduct_comm c xT, dotProduct_comm c xS]
```

Without nesting, the order can reverse: for the 2×2 identity as Hessian and b = (2, 1), the first axis gives 4 and the second gives 1.

## Semidefiniteness: no downhill direction

Put c = b and u = x_T − x_S. The increment is u·A u ≥ 0, so the magnetisability cannot fall. The theorem takes the two responses as given, since `h0` alone does not supply them.

```lean
/-- For a symmetric positive semidefinite Hessian, the paramagnetic magnetisability
`b ⬝ᵥ x` never decreases when the basis space is enlarged. -/
theorem magnetisability_mono {A : Matrix n n ℝ} (hA : A.IsSymm)
    (h0 : ∀ x : n → ℝ, 0 ≤ x ⬝ᵥ A *ᵥ x) {S T : Submodule ℝ (n → ℝ)} (hST : S ≤ T)
    {b xS xT : n → ℝ} (hxS : IsResponse A S b xS) (hxT : IsResponse A T b xT) :
    b ⬝ᵥ xS ≤ b ⬝ᵥ xT := by
  linarith [increment_eq hA hST hxS hxT hxS hxT, h0 (xT - xS)]
```

For the 1×1 Hessian A = −1 and b = 1, going from the zero space to the full space lowers the value from 0 to −1.

Under positive definiteness, an unchanged magnetisability means u·A u = 0, hence u = 0: the response is unchanged too.

```lean
/-- For a symmetric positive definite Hessian, enlarging the basis leaves the paramagnetic
magnetisability unchanged exactly when it leaves the response itself unchanged. -/
theorem magnetisability_eq_iff {A : Matrix n n ℝ} (hA : A.IsSymm)
    (hp : ∀ x : n → ℝ, x ≠ 0 → 0 < x ⬝ᵥ A *ᵥ x) {S T : Submodule ℝ (n → ℝ)} (hST : S ≤ T)
    {b xS xT : n → ℝ} (hxS : IsResponse A S b xS) (hxT : IsResponse A T b xT) :
    b ⬝ᵥ xS = b ⬝ᵥ xT ↔ xS = xT := by
  refine ⟨fun h => ?_, fun h => by rw [h]⟩
  by_contra hne
  have h1 := hp (xT - xS) (sub_ne_zero.2 (Ne.symm hne))
  linarith [increment_eq hA hST hxS hxT hxS hxT]
```

For the shielding, let v = y_T − y_S. For every real t,

0 ≤ (t u + v)·A(t u + v) = t² u·A u + 2t v·A u + v·A v.

The discriminant is therefore non-positive:

(v·A u)² ≤ (u·A u)(v·A v).

So the squared shielding change is at most the product of the changes in b·x and c·y. The proof obtains the quadratic as `hq` and applies `discrim_le_zero`.

```lean
/-- For a symmetric positive semidefinite Hessian, the squared change of the shielding
`c ⬝ᵥ x` on enlarging the basis is at most the product of the changes of the two diagonal
properties, one for each perturbation. -/
theorem shielding_increment_sq_le {A : Matrix n n ℝ} (hA : A.IsSymm)
    (h0 : ∀ x : n → ℝ, 0 ≤ x ⬝ᵥ A *ᵥ x) {S T : Submodule ℝ (n → ℝ)} (hST : S ≤ T)
    {b c xS xT yS yT : n → ℝ}
    (hxS : IsResponse A S b xS) (hxT : IsResponse A T b xT)
    (hyS : IsResponse A S c yS) (hyT : IsResponse A T c yT) :
    (c ⬝ᵥ xT - c ⬝ᵥ xS) ^ 2 ≤ (b ⬝ᵥ xT - b ⬝ᵥ xS) * (c ⬝ᵥ yT - c ⬝ᵥ yS) := by
  rw [increment_eq hA hST hxS hxT hyS hyT, increment_eq hA hST hxS hxT hxS hxT,
    increment_eq hA hST hyS hyT hyS hyT]
  generalize xT - xS = u
  generalize yT - yS = v
  -- a non-negative quadratic in `t` has non-positive discriminant
  have hq : ∀ t : ℝ, 0 ≤ (u ⬝ᵥ A *ᵥ u) * (t * t) + (2 * (v ⬝ᵥ A *ᵥ u)) * t
      + v ⬝ᵥ A *ᵥ v := by
    intro t
    have h := h0 (t • u + v)
    simp only [Matrix.mulVec_add, Matrix.mulVec_smul, dotProduct_add, add_dotProduct,
      smul_dotProduct, dotProduct_smul, smul_eq_mul] at h
    rw [hessian_symm hA u v] at h
    linarith
  have hd := discrim_le_zero hq
  unfold discrim at hd
  linarith
```

## Nonzero excitation energies

In a basis of exact eigenstates the Hessian is diagonal, and its entries are the excitation energies from the reference state, up to a common positive factor that is set to 1 here. Let A be diagonal with nonzero entries ω_i, and let x be the response to b in the full space. Every unit vector is then a valid test vector, and the one for state i gives ω_i x_i = b_i. Dividing by ω_i and summing,

c·x = Σ_i c_i b_i/ω_i.

The energies may be negative. If some ω_i = 0 while b_i ≠ 0, there is no response in the full space `⊤`.

```lean
/-- With a diagonal Hessian of nonzero excitation energies `ω`, the shielding in the full
space is the sum over states of `c i * b i / ω i`. -/
theorem sum_over_states [DecidableEq n] {ω b c x : n → ℝ} (hω : ∀ i, ω i ≠ 0)
    (hx : IsResponse (diagonal ω) ⊤ b x) : c ⬝ᵥ x = ∑ i, c i * b i / ω i := by
  refine Finset.sum_congr rfl fun i _ => ?_
  -- test the response equation against a single excited state
  have h : ω i * x i = b i := by
    simpa [Matrix.mulVec_diagonal] using hx.2 (Pi.single i 1) Submodule.mem_top
  rw [eq_div_iff (hω i), ← h]
  ring
```

## Three states whose shielding falls and rises

Take energies (1, 2, 3), b = (1, 2, 3) and c = (1, −1, 1). `firstStates k` contains the vectors that vanish from index k onward, counting from 0.

```lean
/-- The space spanned by the first `k` of three excited states. -/
def firstStates (k : ℕ) : Submodule ℝ (Fin 3 → ℝ) where
  carrier := {v | ∀ i : Fin 3, k ≤ i.val → v i = 0}
  add_mem' := by
    intro u v hu hv i hi
    simp [hu i hi, hv i hi]
  zero_mem' := fun _ _ => rfl
  smul_mem' := by
    intro a v hv i hi
    simp [hv i hi]

/-- The vector with amplitude one on the first `k` of three excited states and zero on
the others. -/
def truncated (k : ℕ) : Fin 3 → ℝ := fun i => if i.val < k then 1 else 0
```

For i < k, amplitude 1 gives ω_i · 1 = b_i; for i ≥ k, every test vector vanishes. So `truncated k` is a response. The Hessian is positive definite because

x·A x = x(0)² + 2x(1)² + 3x(2)²

is zero only for x = 0.

```lean
/-- The diagonal Hessian with energies 1, 2, 3 is symmetric and positive definite, and its
response to the perturbation (1, 2, 3) in the first `k` states is `truncated k`. -/
theorem threeState_witness :
    (diagonal ![1, 2, 3] : Matrix (Fin 3) (Fin 3) ℝ).IsSymm ∧
    (∀ x : Fin 3 → ℝ, x ≠ 0 → 0 < x ⬝ᵥ diagonal ![1, 2, 3] *ᵥ x) ∧
    ∀ k, IsResponse (diagonal ![1, 2, 3]) (firstStates k) ![1, 2, 3] (truncated k) := by
  refine ⟨Matrix.diagonal_transpose _, fun x hx => ?_, fun k => ⟨?_, fun s hs => ?_⟩⟩
  · have e : x ⬝ᵥ diagonal ![1, 2, 3] *ᵥ x = x 0 ^ 2 + 2 * x 1 ^ 2 + 3 * x 2 ^ 2 := by
      simp only [dotProduct, Fin.sum_univ_three, Matrix.mulVec_diagonal]
      simp
      ring
    rw [e]
    by_contra h
    have p0 := sq_nonneg (x 0)
    have p1 := sq_nonneg (x 1)
    have p2 := sq_nonneg (x 2)
    have h0 : x 0 = 0 := (pow_eq_zero_iff two_ne_zero).1 (by linarith)
    have h1 : x 1 = 0 := (pow_eq_zero_iff two_ne_zero).1 (by linarith)
    have h2 : x 2 = 0 := (pow_eq_zero_iff two_ne_zero).1 (by linarith)
    apply hx
    ext i
    fin_cases i
    exacts [h0, h1, h2]
  · intro i hi
    exact if_neg (not_lt_of_ge hi)
  · have hs' : ∀ i : Fin 3, k ≤ i.val → s i = 0 := hs
    refine Finset.sum_congr rfl fun i _ => ?_
    rw [Matrix.mulVec_diagonal]
    by_cases hi : i.val < k
    · simp [truncated, hi]
    · simp [hs' i (not_lt.1 hi)]
```

For k = 1, 2, 3 the magnetisability is 1, 1 + 2 = 3 and 1 + 2 + 3 = 6, while the shielding is 1, 1 − 1 = 0 and 1 − 1 + 1 = 1. Uniqueness identifies any responses `x₁`, `x₂`, `x₃` with these vectors, so the values do not depend on how the equations were solved.

```lean
/-- For energies 1, 2, 3 and field perturbation (1, 2, 3), the magnetisability in the first
one, two and three states is 1, 3, 6, while the shielding with nuclear perturbation
(1, -1, 1) is 1, 0, 1: it falls and then rises along nested spaces. -/
theorem shielding_not_monotone {x₁ x₂ x₃ : Fin 3 → ℝ}
    (h₁ : IsResponse (diagonal ![1, 2, 3]) (firstStates 1) ![1, 2, 3] x₁)
    (h₂ : IsResponse (diagonal ![1, 2, 3]) (firstStates 2) ![1, 2, 3] x₂)
    (h₃ : IsResponse (diagonal ![1, 2, 3]) (firstStates 3) ![1, 2, 3] x₃) :
    (firstStates 1 ≤ firstStates 2 ∧ firstStates 2 ≤ firstStates 3) ∧
    (![1, 2, 3] ⬝ᵥ x₁ = 1 ∧ ![1, 2, 3] ⬝ᵥ x₂ = 3 ∧ ![1, 2, 3] ⬝ᵥ x₃ = 6) ∧
    (![1, -1, 1] ⬝ᵥ x₁ = 1 ∧ ![1, -1, 1] ⬝ᵥ x₂ = 0 ∧ ![1, -1, 1] ⬝ᵥ x₃ = 1) := by
  obtain ⟨-, hp, hr⟩ := threeState_witness
  -- uniqueness identifies the three responses
  have e₁ := (existsUnique_response hp _ _).unique h₁ (hr 1)
  have e₂ := (existsUnique_response hp _ _).unique h₂ (hr 2)
  have e₃ := (existsUnique_response hp _ _).unique h₃ (hr 3)
  have key : ∀ (a b c : ℝ) (x : Fin 3 → ℝ),
      ![a, b, c] ⬝ᵥ x = a * x 0 + b * x 1 + c * x 2 :=
    fun a b c x => Fin.sum_univ_three (fun i => ![a, b, c] i * x i)
  rw [e₁, e₂, e₃]
  refine ⟨⟨fun v hv i hi => hv i (by omega), fun v hv i hi => hv i (by omega)⟩,
    ⟨?_, ?_, ?_⟩, ⟨?_, ?_, ?_⟩⟩ <;>
  (rw [key]; norm_num [truncated])

end

end RamseyShielding
```

```lean
#print axioms RamseyShielding.magnetisability_mono
#print axioms RamseyShielding.magnetisability_eq_iff
#print axioms RamseyShielding.sum_over_states
#print axioms RamseyShielding.shielding_not_monotone
```

```
'RamseyShielding.magnetisability_mono' depends on axioms: [propext, Classical.choice, Quot.sound]
'RamseyShielding.magnetisability_eq_iff' depends on axioms: [propext, Classical.choice, Quot.sound]
'RamseyShielding.sum_over_states' depends on axioms: [propext, Classical.choice, Quot.sound]
'RamseyShielding.shielding_not_monotone' depends on axioms: [propext, Classical.choice, Quot.sound]
```
